# The Wiberg indices between one site and all others in the half-filled infinite Hückel chain sum to one

## A carbon atom and its distant partners

In a long polyene every carbon atom contributes one π electron. If all the bonds are taken to be equal, no pair of neighbours is singled out to hold a double bond, and the π electrons spread over the whole chain. How much π bonding does one atom then have, and with which partners?

A common measure is the Wiberg index, which for one orbital per atom is the square of the bond order between two atoms. Added up over all partners of an atom, it serves in population analysis as a valence. For non-interacting electrons in the infinite uniform chain the sum can be found in closed form. It is exactly 1 at half filling, even though the two nearest neighbours supply only \(8/\pi^2\approx 0.81\) of it.

## Bond orders from a filled band

Take one orthonormal p orbital per site, lattice spacing 1 and hopping \(t>0\) between neighbours. In the usual Hückel notation \(t=-\beta\), with \(\alpha=0\). The Bloch orbital with wavenumber \(k\) has energy

\[
\varepsilon(k)=-2t\cos k ,\qquad -\pi\le k\le\pi .
\]

The cosine is even and decreases on \([0,\pi]\), so the energy rises with \(|k|\). Filling the band from below up to a Fermi wavenumber \(k_F\in[0,\pi]\) therefore occupies exactly the orbitals with \(|k|\le k_F\).

On a ring of \(N\) sites, each Bloch orbital has coefficients \(e^{ikm}/\sqrt N\) at the sites \(m\). With two electrons per orbital, the bond order between sites at distance \(d\) is \((2/N)\sum_k\cos(kd)\) over the occupied \(k\); the imaginary parts cancel between \(k\) and \(-k\). The allowed wavenumbers are \(2\pi/N\) apart, so for large \(N\) the sum becomes

\[
P_d=\frac1\pi\int_{-k_F}^{k_F}\cos(kd)\,dk .
\]

At \(d=0\) this is the number of electrons per site, \(P_0=2k_F/\pi\). Half filling means \(P_0=1\), or \(k_F=\pi/2\).

## What is claimed, and how Lean says it

The main theorem, `half_filled_chain`, has two parts. For every nonzero integer \(d\),

\[
P_d=\frac{2\sin(\pi d/2)}{\pi d},
\]

and the squares \(P_d^2\) over all nonzero integers \(d\) sum to 1. The second part is a special case of `hasSum_wibergIndex`, which holds for any filling with \(0\le k_F\le\pi\):

\[
\sum_{d\ne0}P_d^2=P_0\,(2-P_0).
\]

Two further theorems say that the half-filled chain has zero bond order at every nonzero even distance, and that within \(0\le k_F\le\pi\) only half filling gives the sum 1.

In Lean, `bandEnergy t k` is \(\varepsilon(k)\), `bondOrder kF d` is \(P_d\), and `wibergIndex kF d` is its square. The distance `d` is a signed integer, so left and right neighbours count separately. The type `{d : ℤ // d ≠ 0}` consists of the nonzero integers, that is, all sites other than the reference site. `HasSum f a` says that the sums of `f` over finite sets of indices converge to `a`, whatever the order in which terms are added. Convergence is thus part of each claim made with `HasSum`. The uniqueness theorem is instead written with `∑'`, which denotes the value of the sum and is set to 0 by convention when the series does not converge; `hasSum_wibergIndex` shows that it does converge for \(0\le k_F\le\pi\).

The integral for \(P_d\) enters as a definition. The passage from the orbitals of a finite ring to that integral is the argument given above, and Lean takes no part in it. The model also leaves out electron repulsion, overlap between atomic orbitals, and the bond alternation of real polyenes.

## The integral and the sum over distances

For \(d\neq0\) the integral is elementary:

\[
P_d=\frac1\pi\left[\frac{\sin(kd)}{d}\right]_{-k_F}^{k_F}=\frac{2\sin(k_Fd)}{\pi d}.
\]

With \(k_F=\pi/2\) this is the stated formula. If \(d=2m\) with \(m\ne0\), the sine is \(\sin(m\pi)=0\).

The sum over distances can be obtained from a known Fourier series. Let \(f(x)=x^2-x+\tfrac16\) on \([0,1]\), the second Bernoulli polynomial. Its mean is \(\tfrac13-\tfrac12+\tfrac16=0\), and its sine coefficients vanish because \(f(1-x)=f(x)\). For \(n\ge1\), two integrations by parts give

\[
2\int_0^1 f(x)\cos(2\pi nx)\,dx
=2\cdot\frac{\big[(2x-1)\cos(2\pi nx)\big]_0^1}{(2\pi n)^2}
=\frac{1}{\pi^2n^2}.
\]

Since \(f(0)=f(1)\), the periodic continuation of \(f\) is continuous, and the coefficients are absolutely summable. The series therefore converges to \(f\) everywhere:

\[
\sum_{n=1}^\infty\frac{\cos(2\pi nx)}{n^2}=\pi^2\left(x^2-x+\tfrac16\right),\qquad 0\le x\le1 .
\]

Now use \(\sin^2\theta=\tfrac12(1-\cos2\theta)\) and subtract the series at \(x=k_F/\pi\) from the series at \(x=0\). With the index shifted to start at zero, as in Lean,

\[
\sum_{n=0}^\infty\frac{\sin^2(k_F(n+1))}{(n+1)^2}
=\frac{\pi^2}{2}\left(\frac{k_F}{\pi}-\frac{k_F^2}{\pi^2}\right)
=\frac{k_F(\pi-k_F)}{2}.
\]

Each side of the chain contributes \(4/\pi^2\) times this value. Together with the site itself,

\[
\sum_{d\in\mathbb Z}P_d^2=\frac{4k_F^2}{\pi^2}+2\cdot\frac{4}{\pi^2}\cdot\frac{k_F(\pi-k_F)}{2}=\frac{4k_F}{\pi}=2P_0 .
\]

This is the diagonal element of the relation \(P^2=2P\), familiar for the density matrix of doubly occupied orthonormal orbitals. Removing \(P_0^2\) leaves

\[
\sum_{d\neq0}P_d^2=2P_0-P_0^2=1-(P_0-1)^2 ,
\]

which equals 1 exactly when \(P_0=1\), that is, when \(k_F=\pi/2\). For doubly occupied orbitals the relation \(P^2=2P\) does not require equal bonds, so a total of 1 for an atom with one π electron is not special to the uniform chain. The equal bonds determine how that total is shared among the partners.

## The chain in Lean

```lean
import Mathlib

open Real

namespace PolyeneBondOrders

/-- Energy of the Bloch orbital with wavenumber `k` in the Hückel chain with hopping `t`. -/
noncomputable def bandEnergy (t k : ℝ) : ℝ := -2 * t * Real.cos k

/-- Bond order between two sites at distance `d` when the Bloch orbitals with wavenumbers
from `-kF` to `kF` are doubly occupied. -/
noncomputable def bondOrder (kF : ℝ) (d : ℤ) : ℝ :=
  (1 / π) * ∫ k in (-kF)..kF, Real.cos (k * d)

/-- Wiberg index between two sites at distance `d`: the square of their bond order. -/
noncomputable def wibergIndex (kF : ℝ) (d : ℤ) : ℝ := bondOrder kF d ^ 2

/-- For positive hopping and `kF` between `0` and `π`, the orbitals of the Brillouin zone
at or below the energy of `kF` are exactly those with `|k| ≤ kF`. -/
theorem fermi_sea {t k kF : ℝ} (ht : 0 < t) (hk : |k| ≤ π) (h0 : 0 ≤ kF) (hπ : kF ≤ π) :
    bandEnergy t k ≤ bandEnergy t kF ↔ |k| ≤ kF := by
  unfold bandEnergy
  rw [← Real.cos_abs k]
  constructor
  · intro h
    by_contra hlt
    have hc := Real.cos_lt_cos_of_nonneg_of_le_pi h0 hk (not_le.mp hlt)
    nlinarith [mul_pos ht (sub_pos.mpr hc)]
  · intro h
    have hc := Real.cos_le_cos_of_nonneg_of_le_pi (abs_nonneg k) hπ h
    nlinarith [mul_nonneg ht.le (sub_nonneg.mpr hc)]

/-- The bond order at distance zero, the number of electrons per site, is `2 kF / π`. -/
theorem bondOrder_zero (kF : ℝ) : bondOrder kF 0 = 2 * kF / π := by
  simp only [bondOrder, Int.cast_zero, mul_zero, Real.cos_zero,
    intervalIntegral.integral_const, smul_eq_mul]
  ring

/-- The bond order is the same to the left and to the right. -/
theorem bondOrder_neg (kF : ℝ) (d : ℤ) : bondOrder kF (-d) = bondOrder kF d := by
  simp only [bondOrder, Int.cast_neg, mul_neg, Real.cos_neg]

/-- At nonzero distance `d` the bond order is `2 sin(kF d) / (π d)`. -/
theorem bondOrder_eq (kF : ℝ) {d : ℤ} (hd : d ≠ 0) :
    bondOrder kF d = 2 * Real.sin (kF * d) / (π * d) := by
  have hd' : (d : ℝ) ≠ 0 := Int.cast_ne_zero.mpr hd
  unfold bondOrder
  rw [intervalIntegral.integral_comp_mul_right Real.cos hd', integral_cos, neg_mul,
    Real.sin_neg, smul_eq_mul]
  ring

/-- For `kF` between `0` and `π`, the sum of `sin²(kF n) / n²` over `n = 1, 2, 3, …`
is `kF (π - kF) / 2`. -/
theorem hasSum_sin_sq {kF : ℝ} (h0 : 0 ≤ kF) (hπ : kF ≤ π) :
    HasSum (fun n : ℕ => (Real.sin (kF * (n + 1)) / (n + 1)) ^ 2) (kF * (π - kF) / 2) := by
  have hpi : π ≠ 0 := Real.pi_ne_zero
  have b2 : _root_.bernoulli 2 = 1 / 6 :=
    (bernoulli_eq_bernoulli'_of_ne_one (by norm_num)).trans (by norm_num [bernoulli'_two])
  -- the second Bernoulli polynomial
  have B : ∀ x : ℝ, (Polynomial.map (algebraMap ℚ ℝ) (Polynomial.bernoulli 2)).eval x
      = x ^ 2 - x + 1 / 6 := by
    intro x
    simp only [Polynomial.bernoulli, Finset.sum_range_succ, Finset.sum_range_zero, zero_add,
      Polynomial.map_add, Polynomial.map_monomial, Polynomial.eval_add,
      Polynomial.eval_monomial, bernoulli_zero, bernoulli_one, b2]
    norm_num [Nat.choose]
    ring
  -- its Fourier series
  have F : ∀ x ∈ Set.Icc (0 : ℝ) 1,
      HasSum (fun n : ℕ => 1 / (n : ℝ) ^ 2 * Real.cos (2 * π * n * x))
        (π ^ 2 * (x ^ 2 - x + 1 / 6)) := by
    intro x hx
    have h := hasSum_one_div_nat_pow_mul_cos (k := 1) one_ne_zero hx
    simp only [mul_one] at h
    rw [B] at h
    convert h using 1
    simp only [Nat.factorial_two]
    push_cast
    ring
  have h := (F 0 ⟨le_refl 0, zero_le_one⟩).sub
    (F (kF / π) ⟨div_nonneg h0 Real.pi_pos.le, (div_le_one Real.pi_pos).mpr hπ⟩)
  -- halve the difference and drop the vanishing term n = 0
  have h' := (hasSum_nat_add_iff' 1).mpr (h.mul_left (1 / 2))
  have h'' : HasSum (_ : ℕ → ℝ) (_ : ℝ) := h'
  convert h'' using 1
  · funext n
    have e : 2 * π * ((n + 1 : ℕ) : ℝ) * (kF / π) = 2 * (kF * (n + 1)) := by
      have hq : kF / π * π = kF := div_mul_cancel₀ _ hpi
      push_cast
      linear_combination (2 * ((n : ℝ) + 1)) * hq
    simp only [e, mul_zero, Real.cos_zero, Real.cos_two_mul, div_pow, Real.sin_sq]
    push_cast
    ring
  · simp only [Finset.sum_range_one, Nat.cast_zero, mul_zero, zero_mul, sub_self, sub_zero]
    field_simp
    ring

/-- For `kF` between `0` and `π`, the squared bond orders from one site to all sites,
itself included, sum to twice its electron number. -/
theorem hasSum_bondOrder_sq {kF : ℝ} (h0 : 0 ≤ kF) (hπ : kF ≤ π) :
    HasSum (fun d : ℤ => bondOrder kF d ^ 2) (2 * bondOrder kF 0) := by
  have hpi : π ≠ 0 := Real.pi_ne_zero
  have hp : HasSum (fun n : ℕ => bondOrder kF ((n : ℤ) + 1) ^ 2)
      (4 / π ^ 2 * (kF * (π - kF) / 2)) := by
    have h := (hasSum_sin_sq h0 hπ).mul_left (4 / π ^ 2)
    have h' : HasSum (_ : ℕ → ℝ) (_ : ℝ) := h
    convert h' using 1
    funext n
    rw [bondOrder_eq kF (by omega)]
    push_cast
    rw [mul_div_mul_comm]
    ring
  have hn : HasSum (fun n : ℕ => bondOrder kF (-((n : ℤ) + 1)) ^ 2)
      (4 / π ^ 2 * (kF * (π - kF) / 2)) := by
    simpa only [bondOrder_neg] using hp
  -- right neighbours, the site itself, left neighbours
  convert HasSum.of_add_one_of_neg_add_one (f := fun d : ℤ => bondOrder kF d ^ 2) hp hn using 1
  simp only [bondOrder_zero]
  field_simp
  ring

/-- For `kF` between `0` and `π`, the Wiberg indices from one site to all others sum to
`n (2 - n)`, where `n` is the number of electrons per site. -/
theorem hasSum_wibergIndex {kF : ℝ} (h0 : 0 ≤ kF) (hπ : kF ≤ π) :
    HasSum (fun d : {d : ℤ // d ≠ 0} => wibergIndex kF d)
      (bondOrder kF 0 * (2 - bondOrder kF 0)) := by
  -- subtract the term at distance zero
  have h := (hasSum_bondOrder_sq h0 hπ).sub (hasSum_ite_eq (0 : ℤ) (bondOrder kF 0 ^ 2))
  have hs : Function.support (fun d : ℤ => bondOrder kF d ^ 2 -
      (if d = 0 then bondOrder kF 0 ^ 2 else 0)) ⊆ {d : ℤ | d ≠ 0} := by
    intro d hd h0
    apply hd
    simp [h0]
  have h' : HasSum (fun d : {d : ℤ // d ≠ 0} => bondOrder kF d ^ 2 -
      (if (d : ℤ) = 0 then bondOrder kF 0 ^ 2 else 0))
      (2 * bondOrder kF 0 - bondOrder kF 0 ^ 2) :=
    (hasSum_subtype_iff_of_support_subset hs).mpr h
  convert h' using 1
  · funext d
    have hd : (d : ℤ) ≠ 0 := d.2
    simp [wibergIndex, hd]
  · ring

/-- In the half-filled chain the bond order at nonzero distance `d` is
`2 sin(π d / 2) / (π d)`, and the Wiberg indices from one site to all others sum to `1`. -/
theorem half_filled_chain :
    (∀ d : ℤ, d ≠ 0 → bondOrder (π / 2) d = 2 * Real.sin (π * d / 2) / (π * d)) ∧
      HasSum (fun d : {d : ℤ // d ≠ 0} => wibergIndex (π / 2) d) 1 := by
  have hpi := Real.pi_pos
  constructor
  · intro d hd
    rw [bondOrder_eq _ hd, show π / 2 * (d : ℝ) = π * d / 2 by ring]
  · have hn : bondOrder (π / 2) 0 = 1 := by
      rw [bondOrder_zero]
      field_simp
    have h := hasSum_wibergIndex (kF := π / 2) (by linarith) (by linarith)
    rw [hn] at h
    convert h using 1
    norm_num

/-- In the half-filled chain the bond order vanishes at every nonzero even distance. -/
theorem bondOrder_even {m : ℤ} (hm : m ≠ 0) : bondOrder (π / 2) (2 * m) = 0 := by
  have e : π / 2 * ((2 * m : ℤ) : ℝ) = m * π := by
    push_cast
    ring
  rw [bondOrder_eq _ (by omega), e, Real.sin_int_mul_pi, mul_zero, zero_div]

/-- For `kF` between `0` and `π`, the Wiberg indices from one site to all others sum to `1` exactly
at half filling. -/
theorem tsum_wibergIndex_eq_one_iff {kF : ℝ} (h0 : 0 ≤ kF) (hπ : kF ≤ π) :
    ∑' d : {d : ℤ // d ≠ 0}, wibergIndex kF d = 1 ↔ kF = π / 2 := by
  constructor
  · intro h
    rw [(hasSum_wibergIndex h0 hπ).tsum_eq] at h
    -- n (2 - n) = 1 means (n - 1)² = 0
    have hsq : (bondOrder kF 0 - 1) ^ 2 = 0 := by linear_combination -h
    have hn : bondOrder kF 0 = 1 := sub_eq_zero.mp (pow_eq_zero_iff two_ne_zero |>.mp hsq)
    rw [bondOrder_zero, div_eq_one_iff_eq Real.pi_ne_zero] at hn
    linarith
  · intro h
    rw [h]
    exact half_filled_chain.2.tsum_eq

end PolyeneBondOrders
```

```lean
#print axioms PolyeneBondOrders.fermi_sea
#print axioms PolyeneBondOrders.half_filled_chain
#print axioms PolyeneBondOrders.bondOrder_even
#print axioms PolyeneBondOrders.tsum_wibergIndex_eq_one_iff
```

```
'PolyeneBondOrders.fermi_sea' depends on axioms: [propext, Classical.choice, Quot.sound]
'PolyeneBondOrders.half_filled_chain' depends on axioms: [propext, Classical.choice, Quot.sound]
'PolyeneBondOrders.bondOrder_even' depends on axioms: [propext, Classical.choice, Quot.sound]
'PolyeneBondOrders.tsum_wibergIndex_eq_one_iff' depends on axioms: [propext, Classical.choice, Quot.sound]
```

## From the Fermi sea to the valence sum

`fermi_sea` proves that, for \(t>0\), \(0\le k_F\le\pi\) and \(k\) in the Brillouin zone, \(\varepsilon(k)\le\varepsilon(k_F)\) holds exactly when \(|k|\le k_F\). It replaces \(\cos k\) by \(\cos|k|\) and uses the monotonicity of the cosine on \([0,\pi]\) in each direction. The later theorems do not call it; its role is to justify the integration limits in `bondOrder`.

`bondOrder_zero` integrates the constant 1, and `bondOrder_neg` uses the evenness of the cosine. In `bondOrder_eq`, the substitution \(u=kd\) is made by `intervalIntegral.integral_comp_mul_right`, which needs \(d\ne0\), and `integral_cos` then supplies the difference of sines.

`hasSum_bondOrder_sq` assembles the sum over all integers. The facts `hp` and `hn` give the sums over the right-hand sites \(n+1\) and the left-hand sites \(-(n+1)\), the second following from the first by symmetry. `HasSum.of_add_one_of_neg_add_one` joins them with the term at zero, and the closing algebra is the calculation that gave \(2P_0\).

To remove the site itself, `hasSum_wibergIndex` subtracts a family whose only possible nonzero term is \(P_0^2\) at \(d=0\). The difference vanishes there, so `hasSum_subtype_iff_of_support_subset` allows the sum to be restricted to nonzero distances without changing its value.

`half_filled_chain` inserts \(k_F=\pi/2\) into the general results, and `bondOrder_even` reduces the sine to that of an integer multiple of \(\pi\). For uniqueness, `tsum_wibergIndex_eq_one_iff` rewrites \(P_0(2-P_0)=1\) as \((P_0-1)^2=0\) and solves for \(k_F\). The comments in the code write `n` for \(P_0\) in this step.

## Mathlib's Bernoulli–Fourier series

The analytic content of the sum comes from one Mathlib theorem, `hasSum_one_div_nat_pow_mul_cos`. For each positive integer \(k\), which here is an exponent parameter and not a wavenumber, it gives the sum of \(\cos(2\pi nx)/n^{2k}\) on \(0\le x\le1\) in terms of the Bernoulli polynomial of degree \(2k\). The proof of `hasSum_sin_sq` takes `(k := 1)`.

Mathlib defines the Bernoulli polynomials with rational coefficients, whereas \(x=k_F/\pi\) is a real number. The auxiliary fact `B` therefore maps the coefficients to the reals and evaluates the second polynomial as \(x^2-x+\tfrac16\). The fact `F` restates the Fourier series with this explicit polynomial, so that it can be used at \(x=0\) and at \(x=k_F/\pi\). The assumptions \(0\le k_F\le\pi\) are what place the second point in the interval \([0,1]\).

Mathlib's series runs over all natural numbers, including \(n=0\), where Lean's convention for division by zero makes the term 0. `hasSum_nat_add_iff'` removes that term and shifts the index, which produces the denominators \(n+1\). The double-angle formula then turns the difference of cosines into squared sines.

## A Fermi wavenumber beyond the zone boundary

Suppose the bound \(k_F\le\pi\) were absent, and take \(k_F=3\pi/2\). The definition still returns numbers, and for \(d\ne0\)

\[
P_d^2=\frac{4\sin^2(3\pi d/2)}{\pi^2d^2}=\frac{4\sin^2(\pi d/2)}{\pi^2d^2},
\]

the same values as at half filling, so their sum is 1. Yet \(P_0=3\), and the general formula would give \(3(2-3)=-3\), which no sum of squares can equal. The uniqueness statement fails as well, since the sum is 1 while \(k_F\neq\pi/2\). Neither theorem would therefore survive if its upper bound were relaxed to \(k_F\le3\pi/2\).

The physical fault is double counting. Wavenumbers that differ by \(2\pi\) label the same Bloch orbital, so an interval longer than \(2\pi\) counts some orbitals more than once. Here the interval has length \(3\pi\): half of the orbitals are counted twice, which puts three electrons on a site that has room for two.
